# The one-loop lowest-Landau-level polarization saturates at $2\alpha eB/\pi$

## A two-dimensional loop for a strong field

A magnetized fermion vacuum screens an electric field along $B$. At one loop all Landau levels contribute to this screening, and here only the lowest Landau level is kept. Its fermions move only along $B$, so the polarization is defined as the level's degeneracy per area, $eB/(2\pi)$, times the one-loop polarization of two-dimensional QED with $e^2=4\pi\alpha$:

$$\Pi(Q^2)=\frac{eB}{2\pi}\,\frac{4\pi\alpha}{\pi}\int_0^1\frac{x(1-x)Q^2}{m^2+x(1-x)Q^2}\,dx .$$

Here $\hbar=c=1$, $\alpha$ is the fine-structure constant, $m$ the fermion mass, $x$ the Feynman parameter and $Q^2\ge0$ the spacelike longitudinal momentum squared. The transverse momentum is zero.

The reduction from four-dimensional QED is assumed. It requires $m^2$ and $Q^2$ to be small compared with $eB$, so physically the limit $Q^2\to\infty$ means $m^2\ll Q^2\ll eB$. Within this one-loop, single-level model, the result bears on the screened Coulomb potential that binds atoms in very strong magnetic fields. Computing that potential also takes the polarization at nonzero transverse momentum, which is not treated here.

## What is claimed about $P(t)$

Put $t=Q^2/(4m^2)$. Dividing numerator and denominator by $m^2$ gives $\Pi=(2\alpha eB/\pi)\,P(t)$, with

$$P(t)=\int_0^1\frac{4t\,x(1-x)}{1+4t\,x(1-x)}\,dx .$$

In Lean, $P$ is `screening` and $\Pi$ is `lllPolarization`; `Q2` stands for $Q^2$, and `eB` is a single real number. The theorems say:

- For $t>0$, $P(t)=1-\operatorname{arsinh}\sqrt t/\sqrt{t(1+t)}$, and $0<P(t)<1$.
- For $t\ge0$, $2t/3-8t^2/15\le P(t)\le 2t/3$.
- For $t>0$, $P(t)\ge1-1/\sqrt{1+t}$, and $P(t)\to1$ as $t\to\infty$.
- $\Pi\to2\alpha eB/\pi$ as $Q^2\to\infty$ at fixed $m>0$, and as $m\to0^+$ at fixed $Q^2>0$.

The last statement holds for all real `α` and `eB`; the physical case has both positive. The name `photon_mass_saturation` comes from the massless case with positive $\alpha$ and $eB$: there $\Pi$ is constant for $Q^2>0$, and the inverse propagator becomes $Q^2+2\alpha eB/\pi$, as for a photon with mass squared $2\alpha eB/\pi$. For $m>0$ the polarization vanishes as $Q^2\to0$.

## Integrating by partial fractions

Let $a=\sqrt t$, $b=\sqrt{1+t}$ and $u=2x-1$. Since $4x(1-x)=1-u^2$, the denominator is

$$D=b^2-a^2u^2=(b+au)(b-au).$$

The integrand is $1-1/D$, and

$$\frac1D=\frac1{2b}\left[\frac1{b+au}+\frac1{b-au}\right].$$

With $du=2\,dx$ this integrates to

$$\int_0^1\frac{dx}{D}=\frac1{4ab}\left[\ln\frac{b+au}{b-au}\right]_{u=-1}^{1}=\frac1{2ab}\ln\frac{b+a}{b-a}.$$

Because $(b-a)(b+a)=1$, the last logarithm is $2\ln(a+b)=2\operatorname{arsinh}a$, which gives the closed form.

## Bounds and the limit

For $t>0$ the integrand is positive inside the interval, so $P>0$. The subtracted arsinh term is positive, so $P<1$.

For small $t$, set $y=4tx(1-x)\ge0$. Then $(y-y^2)(1+y)=y-y^3\le y$, hence $y-y^2\le y/(1+y)\le y$. The integrals of $x(1-x)$ and its square are $1/6$ and $1/30$, which gives the two bounds.

For large $t$, $s\le\sinh s$ at $s=\operatorname{arsinh}a$ gives $\operatorname{arsinh}a\le a$. The subtracted term is then at most $1/b=1/\sqrt{1+t}$, and $P$ is squeezed to $1$.

## The Lean file

```lean
import Mathlib

open Filter
open scoped Real Topology

namespace LowestLandauPolarization

noncomputable section

/-- The dimensionless polarization integral `P(t)` over the Feynman parameter `x`,
for `t ≥ 0`, where the denominator is positive. -/
def screening (t : ℝ) : ℝ :=
  ∫ x in (0 : ℝ)..1, 4 * t * x * (1 - x) / (1 + 4 * t * x * (1 - x))

/-- Lowest-Landau-level vacuum polarization at zero transverse momentum: the Landau degeneracy
`eB / (2π)` times the one-loop polarization of two-dimensional QED with `e² = 4πα`, for fermion
mass `m ≠ 0` and spacelike longitudinal momentum squared `Q2 ≥ 0`. -/
def lllPolarization (α eB m Q2 : ℝ) : ℝ :=
  eB / (2 * π) * (4 * π * α / π) *
    ∫ x in (0 : ℝ)..1, x * (1 - x) * Q2 / (m ^ 2 + x * (1 - x) * Q2)

/-- For `t ≥ 0` the momentum term of the loop denominator is nonnegative at every
Feynman parameter in `[0,1]`. -/
theorem loop_nonneg {t x : ℝ} (ht : 0 ≤ t) (hx : x ∈ Set.Icc (0 : ℝ) 1) :
    0 ≤ 4 * t * x * (1 - x) :=
  mul_nonneg (mul_nonneg (by positivity) hx.1) (by linarith [hx.2])

/-- For `t ≥ 0` the polarization integrand is integrable over the Feynman parameter. -/
theorem loop_integrable {t : ℝ} (ht : 0 ≤ t) :
    IntervalIntegrable (fun x : ℝ => 4 * t * x * (1 - x) / (1 + 4 * t * x * (1 - x)))
      MeasureTheory.volume 0 1 := by
  apply ContinuousOn.intervalIntegrable_of_Icc (by norm_num)
  refine ContinuousOn.div (by fun_prop) (by fun_prop) fun x hx => ?_
  have := loop_nonneg ht hx
  linarith

/-- A logarithmic primitive of the polarization integrand on `[0,1]`, where `a, b > 0` satisfy
`a² = t` and `b² = 1 + t`. -/
theorem loop_primitive {t a b x : ℝ} (ha : 0 < a) (hb : 0 < b) (hat : a ^ 2 = t)
    (hbt : b ^ 2 = 1 + t) (hx : x ∈ Set.Icc (0 : ℝ) 1) :
    HasDerivAt (fun y : ℝ => y -
        (Real.log (b + a * (2 * y - 1)) - Real.log (b - a * (2 * y - 1))) / (4 * a * b))
      (4 * t * x * (1 - x) / (1 + 4 * t * x * (1 - x))) x := by
  have hab : a < b := by nlinarith
  have hp : 0 < b + a * (2 * x - 1) := by nlinarith [mul_nonneg ha.le hx.1]
  have hq : 0 < b - a * (2 * x - 1) := by
    nlinarith [mul_nonneg ha.le (sub_nonneg.2 hx.2)]
  have h0 : HasDerivAt (fun y : ℝ => a * (2 * y - 1)) (2 * a) x :=
    ((((hasDerivAt_id' x).const_mul (2 : ℝ)).sub_const 1).const_mul a).congr_deriv (by ring)
  have h1 : HasDerivAt (fun y : ℝ => b + a * (2 * y - 1)) (2 * a) x := h0.const_add b
  have h2 : HasDerivAt (fun y : ℝ => b - a * (2 * y - 1)) (-(2 * a)) x := h0.const_sub b
  -- the loop denominator factorizes
  have key : 1 + 4 * t * x * (1 - x) = (b + a * (2 * x - 1)) * (b - a * (2 * x - 1)) := by
    linear_combination (-1 : ℝ) * hbt + (2 * x - 1) ^ 2 * hat
  have hD : 1 + 4 * t * x * (1 - x) ≠ 0 := by rw [key]; exact (mul_pos hp hq).ne'
  have frac : ∀ p q : ℝ, p ≠ 0 → q ≠ 0 → p + q = 2 * b →
      (2 * a / p - -(2 * a) / q) / (4 * a * b) = 1 / (p * q) := by
    intro p q hp hq h
    rw [div_sub_div _ _ hp hq, div_div, div_eq_div_iff
      (mul_ne_zero (mul_ne_zero hp hq) (by positivity)) (mul_ne_zero hp hq)]
    linear_combination 2 * a * p * q * h
  refine ((hasDerivAt_id' x).fun_sub
    (((h1.log hp.ne').fun_sub (h2.log hq.ne')).div_const (4 * a * b))).congr_deriv ?_
  rw [frac _ _ hp.ne' hq.ne' (by ring), ← key, eq_div_iff hD, sub_mul,
    one_div_mul_cancel hD]
  ring

/-- Closed form of the lowest-Landau-level polarization integral for `t > 0`. -/
theorem screening_eq {t : ℝ} (ht : 0 < t) :
    screening t = 1 - Real.arsinh (√t) / √(t * (1 + t)) := by
  have ha : 0 < √t := Real.sqrt_pos.2 ht
  have hb : 0 < √(1 + t) := Real.sqrt_pos.2 (by linarith)
  have hat : √t ^ 2 = t := Real.sq_sqrt ht.le
  have hbt : √(1 + t) ^ 2 = 1 + t := Real.sq_sqrt (by linarith)
  have hars : Real.arsinh (√t) = Real.log (√t + √(1 + t)) := by
    rw [Real.arsinh, hat]
  -- the two endpoint arguments are reciprocal
  have hlog : Real.log (√(1 + t) - √t) = -Real.log (√t + √(1 + t)) := by
    rw [← Real.log_inv]
    congr 1
    apply eq_inv_of_mul_eq_one_left
    linear_combination hbt - hat
  rw [screening, intervalIntegral.integral_eq_sub_of_hasDerivAt
    (fun x hx => loop_primitive ha hb hat hbt
      (by rwa [Set.uIcc_of_le (by norm_num : (0 : ℝ) ≤ 1)] at hx)) (loop_integrable ht.le),
    hars, Real.sqrt_mul ht.le,
    show √(1 + t) + √t * (2 * 1 - 1) = √t + √(1 + t) by ring,
    show √(1 + t) - √t * (2 * 1 - 1) = √(1 + t) - √t by ring,
    show √(1 + t) + √t * (2 * 0 - 1) = √(1 + t) - √t by ring,
    show √(1 + t) - √t * (2 * 0 - 1) = √t + √(1 + t) by ring, hlog]
  ring

/-- For `t > 0` the polarization integral lies strictly between zero and one. -/
theorem screening_mem_Ioo {t : ℝ} (ht : 0 < t) : screening t ∈ Set.Ioo (0 : ℝ) 1 := by
  constructor
  · refine intervalIntegral.intervalIntegral_pos_of_pos_on (loop_integrable ht.le)
      (fun x hx => ?_) (by norm_num)
    have h : 0 < 4 * t * x * (1 - x) :=
      mul_pos (mul_pos (by positivity) hx.1) (by linarith [hx.2])
    exact div_pos h (by linarith)
  · rw [screening_eq ht]
    have h : 0 < Real.arsinh (√t) / √(t * (1 + t)) :=
      div_pos (Real.arsinh_pos_iff.2 (Real.sqrt_pos.2 ht)) (by positivity)
    linarith

/-- For `t ≥ 0` the polarization integral is at most `2t/3`, and falls short of it by at
most `8t²/15`. -/
theorem screening_weak {t : ℝ} (ht : 0 ≤ t) :
    2 * t / 3 - 8 * t ^ 2 / 15 ≤ screening t ∧ screening t ≤ 2 * t / 3 := by
  have hint : ∀ u v : ℝ, IntervalIntegrable
      (fun x : ℝ => u * (x * (1 - x)) - v * (x * (1 - x)) ^ 2) MeasureTheory.volume 0 1 :=
    fun u v => Continuous.intervalIntegrable (by fun_prop) _ _
  -- moments of x(1-x)
  have hval : ∀ u v : ℝ, ∫ x in (0 : ℝ)..1, (u * (x * (1 - x)) - v * (x * (1 - x)) ^ 2)
      = u / 6 - v / 30 := by
    intro u v
    have hd : ∀ x ∈ Set.uIcc (0 : ℝ) 1, HasDerivAt
        (fun y : ℝ => u * (y ^ 2 / 2 - y ^ 3 / 3) - v * (y ^ 3 / 3 - y ^ 4 / 2 + y ^ 5 / 5))
        (u * (x * (1 - x)) - v * (x * (1 - x)) ^ 2) x := by
      intro x _
      have h2 : HasDerivAt (fun y : ℝ => y ^ 2) (2 * x) x := by simpa using hasDerivAt_pow 2 x
      have h3 : HasDerivAt (fun y : ℝ => y ^ 3) (3 * x ^ 2) x := by
        simpa using hasDerivAt_pow 3 x
      have h4 : HasDerivAt (fun y : ℝ => y ^ 4) (4 * x ^ 3) x := by
        simpa using hasDerivAt_pow 4 x
      have h5 : HasDerivAt (fun y : ℝ => y ^ 5) (5 * x ^ 4) x := by
        simpa using hasDerivAt_pow 5 x
      exact ((((h2.div_const 2).fun_sub (h3.div_const 3)).const_mul u).fun_sub
        ((((h3.div_const 3).fun_sub (h4.div_const 2)).fun_add
          (h5.div_const 5)).const_mul v)).congr_deriv (by ring)
    rw [intervalIntegral.integral_eq_sub_of_hasDerivAt hd (hint u v)]
    ring
  constructor
  · have h := intervalIntegral.integral_mono_on (by norm_num) (hint (4 * t) (16 * t ^ 2))
      (loop_integrable ht) (fun x hx => by
        have hy := loop_nonneg ht hx
        rw [le_div_iff₀ (by linarith)]
        nlinarith [pow_nonneg hy 3])
    rw [hval] at h
    unfold screening
    linarith
  · have h := intervalIntegral.integral_mono_on (by norm_num) (loop_integrable ht)
      (hint (4 * t) 0) (fun x hx => by
        have hy := loop_nonneg ht hx
        have := div_le_self hy (by linarith : 1 ≤ 1 + 4 * t * x * (1 - x))
        linarith)
    rw [hval] at h
    unfold screening
    linarith

/-- For `t > 0` the polarization integral is at least `1 - 1/√(1+t)`. -/
theorem screening_lower {t : ℝ} (ht : 0 < t) : 1 - 1 / √(1 + t) ≤ screening t := by
  have ha : 0 < √t := Real.sqrt_pos.2 ht
  have hb : 0 < √(1 + t) := Real.sqrt_pos.2 (by linarith)
  have hs := Real.self_le_sinh_iff.2 (Real.arsinh_nonneg_iff.2 ha.le)
  rw [Real.sinh_arsinh] at hs
  have h : Real.arsinh (√t) / (√t * √(1 + t)) ≤ 1 / √(1 + t) := by
    rw [div_le_div_iff₀ (mul_pos ha hb) hb]
    have := mul_le_mul_of_nonneg_right hs hb.le
    linarith
  rw [screening_eq ht, Real.sqrt_mul ht.le]
  linarith

/-- The polarization integral tends to one as `t` tends to infinity. -/
theorem screening_tendsto : Tendsto screening atTop (𝓝 1) := by
  have h : Tendsto (fun t : ℝ => √(1 + t)) atTop atTop :=
    Real.tendsto_sqrt_atTop.comp (tendsto_atTop_add_const_left atTop 1 tendsto_id)
  have hl : Tendsto (fun t : ℝ => 1 - 1 / √(1 + t)) atTop (𝓝 1) := by
    simpa [Function.comp_def, one_div] using (tendsto_inv_atTop_zero.comp h).const_sub 1
  refine tendsto_of_tendsto_of_tendsto_of_le_of_le' hl tendsto_const_nhds ?_ ?_
  · filter_upwards [eventually_gt_atTop 0] with t ht using screening_lower ht
  · filter_upwards [eventually_gt_atTop 0] with t ht using (screening_mem_Ioo ht).2.le

/-- For `m ≠ 0` and `Q2 ≥ 0` the polarization is `2α eB/π` times the dimensionless integral
at `t = Q2/(4m²)`. -/
theorem lllPolarization_eq (α eB : ℝ) {m Q2 : ℝ} (hm : m ≠ 0) (hQ : 0 ≤ Q2) :
    lllPolarization α eB m Q2 = 2 * α * eB / π * screening (Q2 / (4 * m ^ 2)) := by
  have hm2 : 0 < m ^ 2 := by positivity
  have hpre : eB / (2 * π) * (4 * π * α / π) = 2 * α * eB / π := by
    rw [div_mul_div_comm, div_eq_div_iff (by positivity) Real.pi_ne_zero]
    ring
  rw [lllPolarization, hpre, screening]
  congr 1
  refine intervalIntegral.integral_congr fun x hx => ?_
  rw [Set.uIcc_of_le (by norm_num : (0 : ℝ) ≤ 1)] at hx
  have hN : 0 ≤ x * (1 - x) * Q2 :=
    mul_nonneg (mul_nonneg hx.1 (by linarith [hx.2])) hQ
  have hN' : 0 ≤ x * (1 - x) * Q2 / m ^ 2 := div_nonneg hN hm2.le
  have e : 4 * (Q2 / (4 * m ^ 2)) * x * (1 - x) = x * (1 - x) * Q2 / m ^ 2 := by ring
  have hc : x * (1 - x) * Q2 / m ^ 2 * m ^ 2 = x * (1 - x) * Q2 := by field_simp

  rw [e, div_eq_div_iff (by linarith) (by linarith)]
  linear_combination (-1 : ℝ) * hc

/-- The polarization tends to `2α eB/π`, both for `Q2 → ∞` at fixed mass `m > 0` and for `m → 0+` at
fixed `Q2 > 0`. -/
theorem photon_mass_saturation (α eB : ℝ) :
    (∀ m : ℝ, 0 < m →
      Tendsto (fun Q2 => lllPolarization α eB m Q2) atTop (𝓝 (2 * α * eB / π))) ∧
    (∀ Q2 : ℝ, 0 < Q2 →
      Tendsto (fun m => lllPolarization α eB m Q2) (𝓝[>] 0) (𝓝 (2 * α * eB / π))) := by
  constructor
  · intro m hm
    have ht : Tendsto (fun Q2 : ℝ => Q2 / (4 * m ^ 2)) atTop atTop :=
      tendsto_id.atTop_div_const (by positivity)
    have h := (screening_tendsto.comp ht).const_mul (2 * α * eB / π)
    rw [mul_one] at h
    refine h.congr' ?_
    filter_upwards [eventually_ge_atTop 0] with Q2 hQ
    exact (lllPolarization_eq α eB hm.ne' hQ).symm
  · intro Q2 hQ
    -- a vanishing fermion mass also drives t to infinity
    have ht : Tendsto (fun m : ℝ => Q2 / (4 * m ^ 2)) (𝓝[>] 0) atTop := by
      have h := ((tendsto_pow_atTop (α := ℝ) two_ne_zero).comp
        tendsto_inv_nhdsGT_zero).const_mul_atTop (by positivity : 0 < Q2 / 4)
      refine h.congr fun m => ?_
      simp only [Function.comp_apply]
      ring
    have h := (screening_tendsto.comp ht).const_mul (2 * α * eB / π)
    rw [mul_one] at h
    refine h.congr' ?_
    filter_upwards [self_mem_nhdsWithin] with m hm
    exact (lllPolarization_eq α eB (ne_of_gt hm) hQ.le).symm

end

end LowestLandauPolarization
```

```lean
#print axioms LowestLandauPolarization.screening_eq
#print axioms LowestLandauPolarization.screening_weak
#print axioms LowestLandauPolarization.photon_mass_saturation
```

```
'LowestLandauPolarization.screening_eq' depends on axioms: [propext, Classical.choice, Quot.sound]
'LowestLandauPolarization.screening_weak' depends on axioms: [propext, Classical.choice, Quot.sound]
'LowestLandauPolarization.photon_mass_saturation' depends on axioms: [propext, Classical.choice, Quot.sound]
```

## From the primitive to saturation

`loop_nonneg` keeps the denominator at least $1$, and `loop_integrable` deduces integrability from continuity. `loop_primitive` differentiates the logarithmic primitive: `key` is the factorization of $D$, and `frac` is the partial-fraction identity.

`screening_eq` applies the fundamental theorem of calculus. Its step `hlog` uses $(b-a)(b+a)=1$ to turn $\ln(b-a)$ into $-\ln(a+b)$. `screening_mem_Ioo` then gets positivity from the integral and the upper bound from the closed form.

In `screening_weak`, `hval` computes the two moments together, and `integral_mono_on` integrates the pointwise inequalities. `screening_lower` supplies the large-$t$ bound, and `screening_tendsto` does the squeeze.

`lllPolarization_eq` carries out the rescaling by $m^2$. `photon_mass_saturation` composes it with the limit of $P$, after showing that $Q^2/(4m^2)$ tends to infinity in both cases.
